# Exchange energy, measured from −(∑ K_a)‖v‖², as half the K_a-weighted sum of squared distances ‖v − P_a v‖²

The theorem `energy_gap` concerns the Hamiltonian −∑ K_a P_a, with finitely many real exchange integrals K_a of any sign and operators P_a that are symmetric and square to the identity on a complex inner product space. It states that Re⟨v, Hv⟩ + (∑ K_a)‖v‖² equals ∑ K_a ‖v − P_a v‖²/2 for every vector v, normalised or not. For a normalised state, the left side is the energy expectation value plus ∑ K_a. The proof first writes the energy as −∑ K_a Re⟨v, P_a v⟩, then compares the sums term by term, expanding each squared distance and using ‖P_a v‖² = ‖v‖².

An attempt in Lean 4 with a fault in it:

```lean
import Mathlib

open scoped InnerProductSpace

namespace HundExchange

noncomputable section

variable {E ι : Type*} [NormedAddCommGroup E] [InnerProductSpace ℂ E] [Fintype ι]

/-- The exchange Hamiltonian `-∑ K_a P_a` with exchange integrals `K_a` and exchange
operators `P_a`. -/
def exchangeH (K : ι → ℝ) (P : ι → E →ₗ[ℂ] E) : E →ₗ[ℂ] E :=
  -∑ a, (K a : ℂ) • P a

/-- A symmetric involution preserves the norm of every state. -/
theorem norm_sq_exchange (P : E →ₗ[ℂ] E) (hs : P.IsSymmetric)
    (hi : ∀ v, P (P v) = v) (v : E) : ‖P v‖ ^ 2 = ‖v‖ ^ 2 := by
  have h : ⟪P v, P v⟫_ℂ = ⟪v, v⟫_ℂ := by rw [hs v (P v), hi]
  rw [← inner_self_eq_norm_sq (𝕜 := ℂ) (P v), ← inner_self_eq_norm_sq (𝕜 := ℂ) v, h]

/-- For symmetric involutions `P_a`, the exchange energy measured from `-(∑ K_a)‖v‖²` is half the
weighted sum of the squared distances between the state and its exchanged copies. -/
theorem energy_gap (K : ι → ℝ) (P : ι → E →ₗ[ℂ] E) (hs : ∀ a, (P a).IsSymmetric)
    (hi : ∀ a v, P a (P a v) = v) (v : E) :
    (⟪v, exchangeH K P v⟫_ℂ).re + (∑ a, K a) * ‖v‖ ^ 2
      = ∑ a, K a * (‖v - P a v‖ ^ 2 / 2) := by
  -- the energy is a weighted sum of exchange expectation values
  have hE : (⟪v, exchangeH K P v⟫_ℂ).re = -∑ a, K a * (⟪v, P a v⟫_ℂ).re := by
    simp [exchangeH, LinearMap.sum_apply, inner_neg_right, inner_sum, inner_smul_right,
      Complex.re_sum]
  rw [hE, Finset.sum_mul, ← Finset.sum_neg_distrib, ← Finset.sum_add_distrib]
  refine Finset.sum_congr rfl fun a _ => ?_
  have h : ‖v - P a v‖ ^ 2 = ‖v‖ ^ 2 - 2 * (⟪v, P a v⟫_ℂ).re + ‖P a v‖ ^ 2 :=
    norm_sub_sq (𝕜 := ℂ) v (P a v)
  rw [h, norm_sq_exchange (P a) (hs a) (hi a) v]
  ring

end

end HundExchange
```

Messages:

```
Main.lean:29:75: error: unsolved goals
E : Type u_1
ι : Type u_2
inst✝² : NormedAddCommGroup E
inst✝¹ : InnerProductSpace ℂ E
inst✝ : Fintype ι
K : ι → ℝ
P : ι → E →ₗ[ℂ] E
hs : ∀ (a : ι), (P a).IsSymmetric
hi : ∀ (a : ι) (v : E), (P a) ((P a) v) = v
v : E
⊢ ∑ i, (⟪v, K i • (P i) v⟫_ℂ).re = ∑ a, K a * (⟪v, (P a) v⟫_ℂ).re
Main.lean:30:70: warning: This simp argument is unused:
  inner_smul_right

Hint: Omit it from the simp argument list.
  [apply] simp [exchangeH, LinearMap.sum_apply, inner_neg_right, inner_sum, Complex.re_sum]

Note: This linter can be disabled with `set_option linter.unusedSimpArgs false`
```

Cause. The error is in `hE`, the step that writes the energy as a weighted sum. In the goal that `simp` leaves, the scalar is the real number `K i`, acting on the vector inside the inner product, whereas `exchangeH` has the complex number `(K a : ℂ)`. The default simp set has turned multiplication by a real number cast to ℂ into the real scalar action. `inner_smul_right` takes out a scalar from the field of the inner product, here ℂ, so it no longer matches. That is why the warning calls it unused, and why `K i` stays inside.

The repair uses `simp only`, which leaves out that conversion. The cast survives, `inner_smul_right` brings it out as a complex factor, and `Complex.re_ofReal_mul` turns the real part of the product into `K a` times the real part of the inner product. Without the default simp set, the rules for applying a negated or scaled linear map and for the real part of a negative must be named, hence `LinearMap.neg_apply`, `LinearMap.smul_apply` and `Complex.neg_re`.

The repair, with which the file compiles:

```diff
@@ -28,6 +28,7 @@
   -- the energy is a weighted sum of exchange expectation values
   have hE : (⟪v, exchangeH K P v⟫_ℂ).re = -∑ a, K a * (⟪v, P a v⟫_ℂ).re := by
-    simp [exchangeH, LinearMap.sum_apply, inner_neg_right, inner_sum, inner_smul_right,
-      Complex.re_sum]
+    simp only [exchangeH, LinearMap.neg_apply, LinearMap.sum_apply, LinearMap.smul_apply,
+      inner_neg_right, inner_sum, inner_smul_right, Complex.neg_re, Complex.re_sum,
+      Complex.re_ofReal_mul]
   rw [hE, Finset.sum_mul, ← Finset.sum_neg_distrib, ← Finset.sum_add_distrib]
   refine Finset.sum_congr rfl fun a _ => ?_
```
